# Projecting and renormalising a state shifts the expectation value of a bounded operator by at most $2\|O\|\sqrt{\varepsilon}$

If a truncation discards a weight of $10^{-6}$ and this number is read as the error of an observable, the estimate can be wrong by three orders of magnitude. For every such truncation there is an observable of norm one whose expectation value moves by $2\times10^{-3}$. The worst-case error is controlled by the square root of the discarded weight $\varepsilon$, and the bound below makes this precise for a normalised state that is projected once and then renormalised.

## The state, the projector and the discarded weight

Let $E$ be a complex inner-product space of any dimension, with the inner product $\langle x,y\rangle$ conjugate-linear in $x$. In Lean this is `inner ℂ x y`. Operators have type `E →L[ℂ] E`, which means linear and bounded, and $\|O\|$ is the operator norm. Unbounded Hamiltonians are therefore excluded, while every operator in a finite basis is covered.

```lean
import Mathlib

open scoped InnerProductSpace

namespace TruncatedStateObservables

noncomputable section

variable {E : Type*} [NormedAddCommGroup E] [InnerProductSpace ℂ E]
```

An orthogonal projector $P$ satisfies $P^2=P$ and $\langle Px,y\rangle=\langle x,Py\rangle$.

```lean
/-- An orthogonal projector: an idempotent and symmetric operator. -/
def IsOrthogonalProjector (P : E →L[ℂ] E) : Prop :=
  (∀ x, P (P x) = P x) ∧ ∀ x y, inner ℂ (P x) y = inner ℂ x (P y)
```

For a unit vector $\psi$, the weight lost on projection is
$$\varepsilon=\|\psi-P\psi\|^2 .$$

```lean
/-- The weight of the state `ψ` that is lost on projection with `P`. -/
def discardedWeight (P : E →L[ℂ] E) (ψ : E) : ℝ := ‖ψ - P ψ‖ ^ 2
```

The truncated state is $\varphi=P\psi/\|P\psi\|$.

```lean
/-- The projected state, divided by its norm. -/
def truncated (P : E →L[ℂ] E) (ψ : E) : E := ((‖P ψ‖⁻¹ : ℝ) : ℂ) • P ψ
```

The expectation value of $O$ in $\psi$ is $\langle\psi,O\psi\rangle$. It is complex-valued here because $O$ need not be symmetric, so differences are measured by their modulus.

```lean
/-- The expectation value of the operator `O` in the state `ψ`. -/
def expect (O : E →L[ℂ] E) (ψ : E) : ℂ := inner ℂ ψ (O ψ)
```

The operator $|u\rangle\langle u|$ will serve to build an extremal observable and an example.

```lean
/-- The operator `|u⟩⟨u|`. -/
def ketbra (u : E) : E →L[ℂ] E := (innerSL ℂ u).smulRight u
```

It acts as $x\mapsto\langle u,x\rangle\,u$.

```lean
lemma ketbra_apply (u x : E) : ketbra u x = inner ℂ u x • u := rfl
```

The inner product of a vector with itself is the real number $\langle x,x\rangle=\|x\|^2$, regarded as a complex one.

```lean
lemma inner_self_ofReal (x : E) : inner ℂ x x = ((‖x‖ ^ 2 : ℝ) : ℂ) :=
  (inner_self_eq_norm_sq_to_K x).trans (Complex.ofReal_pow _ _).symm
```

## What projection leaves behind

Since $P$ is idempotent and symmetric,
$$\langle\psi,P\psi\rangle=\langle\psi,P^2\psi\rangle=\langle P\psi,P\psi\rangle=\|P\psi\|^2 .$$
Expanding the square then gives
$$\varepsilon=1-2\,\mathrm{Re}\langle\psi,P\psi\rangle+\|P\psi\|^2=1-\|P\psi\|^2 .$$
In the proof, `h` is the first line and `norm_sub_sq` supplies the expansion.

```lean
/-- For a unit vector and an orthogonal projector, the squared norm of the projected vector is one
minus the discarded weight. -/
theorem norm_sq_projected {P : E →L[ℂ] E} (hP : IsOrthogonalProjector P) {ψ : E}
    (hψ : ‖ψ‖ = 1) : ‖P ψ‖ ^ 2 = 1 - discardedWeight P ψ := by
  have h : inner ℂ ψ (P ψ) = ((‖P ψ‖ ^ 2 : ℝ) : ℂ) := by
    rw [← inner_self_ofReal, hP.2, hP.1]
  have hre : RCLike.re (inner ℂ ψ (P ψ)) = ‖P ψ‖ ^ 2 := by
    rw [h]
    exact Complex.ofReal_re _
  have h2 := norm_sub_sq (𝕜 := ℂ) ψ (P ψ)
  rw [hre, hψ] at h2
  unfold discardedWeight
  linarith
```

If $\varepsilon<1$, then $P\psi\neq0$ and $\varphi$ is a unit vector. Its overlap with $\psi$ is real:
$$c=\langle\varphi,\psi\rangle=\frac{\langle P\psi,\psi\rangle}{\|P\psi\|}=\|P\psi\|,\qquad c^2=1-\varepsilon .$$
The condition $\varepsilon<1$ says that some part of the state survives the projection; otherwise there is nothing to renormalise.

```lean
/-- For a unit vector and an orthogonal projector with discarded weight below one, the truncated
state has norm one and its overlap with the original state is the norm of the projected state. -/
theorem truncated_norm_and_overlap {P : E →L[ℂ] E} (hP : IsOrthogonalProjector P) {ψ : E}
    (hψ : ‖ψ‖ = 1) (hε : discardedWeight P ψ < 1) :
    ‖truncated P ψ‖ = 1 ∧ inner ℂ (truncated P ψ) ψ = ((‖P ψ‖ : ℝ) : ℂ) := by
  have h0 : ‖P ψ‖ ≠ 0 := by
    intro h
    have h1 := norm_sq_projected hP hψ
    rw [h] at h1
    linarith
  constructor
  · rw [truncated, norm_smul, Complex.norm_real, norm_inv, norm_norm, inv_mul_cancel₀ h0]
  · have h : inner ℂ (P ψ) ψ = ((‖P ψ‖ ^ 2 : ℝ) : ℂ) := by
      rw [← inner_self_ofReal, ← hP.2, hP.1]
    rw [truncated, inner_smul_left, Complex.conj_ofReal, h, ← Complex.ofReal_mul]
    congr 1
    field_simp
```

## From overlap to expectation values

Now let $\psi$ and $\varphi$ be any two unit vectors with real overlap $c$. The cross terms cancel in
$$\langle\psi,O\psi\rangle-\langle\varphi,O\varphi\rangle=\tfrac12\big(\langle\psi-\varphi,O(\psi+\varphi)\rangle+\langle\psi+\varphi,O(\psi-\varphi)\rangle\big).$$
By Cauchy–Schwarz, each term in the bracket has modulus at most $\|O\|\,\|\psi-\varphi\|\,\|\psi+\varphi\|$. Because $\|\psi\mp\varphi\|^2=2\mp2c$,
$$\|\psi-\varphi\|\,\|\psi+\varphi\|=\sqrt{4-4c^2}=2\sqrt{1-c^2},$$
and the difference is at most $2\|O\|\sqrt{1-c^2}$. In the code, `h1` is the identity, `hb` the Cauchy–Schwarz estimate and `hprod` the product of norms.

```lean
/-- For two unit vectors with real overlap `c`, the expectation values of a bounded operator
differ by at most `2 ‖O‖ √(1 - c²)`. -/
theorem expect_sub_le (O : E →L[ℂ] E) {ψ φ : E} (hψ : ‖ψ‖ = 1) (hφ : ‖φ‖ = 1) {c : ℝ}
    (hc : inner ℂ φ ψ = (c : ℂ)) :
    ‖expect O ψ - expect O φ‖ ≤ 2 * ‖O‖ * √(1 - c ^ 2) := by
  -- the difference is an average of two matrix elements between `ψ - φ` and `ψ + φ`
  have h1 : expect O ψ - expect O φ =
      (1 / 2 : ℂ) * (inner ℂ (ψ - φ) (O (ψ + φ)) + inner ℂ (ψ + φ) (O (ψ - φ))) := by
    simp only [expect, map_add, map_sub, inner_add_left, inner_sub_left, inner_add_right,
      inner_sub_right]
    ring
  have hb : ∀ x y : E, ‖inner ℂ x (O y)‖ ≤ ‖O‖ * (‖x‖ * ‖y‖) := fun x y =>
    calc ‖inner ℂ x (O y)‖ ≤ ‖x‖ * ‖O y‖ := norm_inner_le_norm _ _
      _ ≤ ‖x‖ * (‖O‖ * ‖y‖) := mul_le_mul_of_nonneg_left (O.le_opNorm y) (norm_nonneg x)
      _ = ‖O‖ * (‖x‖ * ‖y‖) := by ring
  have hre : RCLike.re (inner ℂ φ ψ) = c := by
    rw [hc]
    exact Complex.ofReal_re _
  have hm : ‖ψ - φ‖ ^ 2 = 2 - 2 * c := by
    rw [norm_sub_rev, norm_sub_sq (𝕜 := ℂ), hre, hψ, hφ]
    ring
  have hp : ‖ψ + φ‖ ^ 2 = 2 + 2 * c := by
    rw [add_comm ψ φ, norm_add_sq (𝕜 := ℂ), hre, hψ, hφ]
    ring
  have hprod : ‖ψ - φ‖ * ‖ψ + φ‖ = 2 * √(1 - c ^ 2) := by
    have h : 1 - c ^ 2 = (‖ψ - φ‖ * ‖ψ + φ‖ / 2) ^ 2 := by
      rw [div_pow, mul_pow, hm, hp]
      ring
    rw [h, Real.sqrt_sq (by positivity)]
    ring
  have h2 := hb (ψ - φ) (ψ + φ)
  have h3 := hb (ψ + φ) (ψ - φ)
  rw [mul_comm ‖ψ + φ‖] at h3
  rw [hprod] at h2 h3
  have h4 := norm_add_le (inner ℂ (ψ - φ) (O (ψ + φ))) (inner ℂ (ψ + φ) (O (ψ - φ)))
  have h5 : ‖(1 / 2 : ℂ)‖ = 1 / 2 := by norm_num
  rw [h1, norm_mul, h5]
  linarith
```

The same argument covers unit vectors with a complex overlap. Multiplying $\varphi$ by a phase leaves $\langle\varphi,O\varphi\rangle$ unchanged and can make the overlap real, so that
$$|\langle\psi,O\psi\rangle-\langle\varphi,O\varphi\rangle|\le2\|O\|\sqrt{1-|\langle\varphi,\psi\rangle|^2}.$$
This phase step is an addition by hand; the Lean theorem takes the overlap to be real.

For the truncated state, $1-c^2=\varepsilon$, and hence
$$|\langle\psi,O\psi\rangle-\langle\varphi,O\varphi\rangle|\le2\|O\|\sqrt{\varepsilon}.$$
The theorem states this for every bounded $O$, together with $\|\varphi\|=1$.

```lean
/-- If a unit vector loses weight `ε < 1` on projection, the truncated state is a unit vector
and the expectation value of every bounded operator `O` changes by at most `2 ‖O‖ √ε`. -/
theorem truncation_error_bound {P : E →L[ℂ] E} (hP : IsOrthogonalProjector P) {ψ : E}
    (hψ : ‖ψ‖ = 1) (hε : discardedWeight P ψ < 1) :
    ‖truncated P ψ‖ = 1 ∧ ∀ O : E →L[ℂ] E,
      ‖expect O ψ - expect O (truncated P ψ)‖ ≤ 2 * ‖O‖ * √(discardedWeight P ψ) := by
  obtain ⟨hφ, hc⟩ := truncated_norm_and_overlap hP hψ hε
  refine ⟨hφ, fun O => ?_⟩
  have h := expect_sub_le O hψ hφ hc
  rwa [norm_sq_projected hP hψ, sub_sub_cancel] at h
```

One example is a normalised state of two subsystems whose Schmidt decomposition is cut to fewer terms and then renormalised; $\varepsilon$ is then the sum of the squares of the dropped Schmidt coefficients. The bound does not cover a state that is re-optimised in the smaller space. The occupation of one spin orbital has norm one whatever the system size, whereas the norm of a Hamiltonian in a finite basis generally grows with the system, and the bound weakens accordingly. For the energy of an eigenstate the scaling with $\varepsilon$ is also better than the bound suggests. If $H$ is bounded and symmetric and $H\psi=E\psi$, then $\langle\varphi,H\varphi\rangle-E=\langle\varphi-c\psi,(H-E)(\varphi-c\psi)\rangle$, and $\|\varphi-c\psi\|^2=\varepsilon$, so the energy changes by at most $\|H-E\|\,\varepsilon$. This estimate is made by hand and is not part of the Lean code.

## An observable that attains the bound

Take $D=|\psi\rangle\langle\psi|-|\varphi\rangle\langle\varphi|$, again for unit vectors with real overlap $c$. It is symmetric, and
$$D\psi=\psi-c\varphi,\qquad D\varphi=c\psi-\varphi .$$
Its expectation values are therefore $1-c^2$ in $\psi$ and $-(1-c^2)$ in $\varphi$, which differ by $2(1-c^2)$.

To find the norm, apply $D$ again: $D^2\psi=(1-c^2)\psi$ and $D^2\varphi=(1-c^2)\varphi$. Every $Dx$ is a combination of $\psi$ and $\varphi$, so $D^3=(1-c^2)D$. Write $s=\sqrt{1-c^2}$. Then
$$\|D^2x\|^2=\langle Dx,D^3x\rangle=s^2\|Dx\|^2,$$
$$\|Dx\|^2=\langle x,D^2x\rangle\le\|x\|\,s\,\|Dx\|,$$
which gives $\|D\|\le s$. Conversely, the error bound applied to $D$ itself reads $2s^2\le2\|D\|s$, so $\|D\|\ge s$; for $s=0$ this is immediate.

In the proof, `hcube` is the cubic relation, `hA` and `hB` are the two displayed estimates, and `hle` is the error bound for $D$.

```lean
/-- For unit vectors with real overlap `c`, the operator `|ψ⟩⟨ψ| - |φ⟩⟨φ|` is symmetric, has
norm `√(1 - c²)`, and its expectation values in the two states differ by `2 (1 - c²)`. -/
theorem ketbra_sub_properties {ψ φ : E} (hψ : ‖ψ‖ = 1) (hφ : ‖φ‖ = 1) {c : ℝ}
    (hc : inner ℂ φ ψ = (c : ℂ)) :
    (∀ x y, inner ℂ ((ketbra ψ - ketbra φ) x) y = inner ℂ x ((ketbra ψ - ketbra φ) y)) ∧
    ‖ketbra ψ - ketbra φ‖ = √(1 - c ^ 2) ∧
    ‖expect (ketbra ψ - ketbra φ) ψ - expect (ketbra ψ - ketbra φ) φ‖ = 2 * (1 - c ^ 2) := by
  have hc' : inner ℂ ψ φ = (c : ℂ) := by rw [← inner_conj_symm, hc, Complex.conj_ofReal]
  have h11 : inner ℂ ψ ψ = (1 : ℂ) := by rw [inner_self_ofReal, hψ]; norm_num
  have h22 : inner ℂ φ φ = (1 : ℂ) := by rw [inner_self_ofReal, hφ]; norm_num
  have hc1 : 0 ≤ 1 - c ^ 2 := by
    have h := norm_inner_le_norm (𝕜 := ℂ) φ ψ
    rw [hc, hψ, hφ, Complex.norm_real, Real.norm_eq_abs, mul_one] at h
    nlinarith [sq_abs c, abs_nonneg c]
  have hD : ∀ x, (ketbra ψ - ketbra φ) x = inner ℂ ψ x • ψ - inner ℂ φ x • φ := fun _ => rfl
  have hdiff : ‖expect (ketbra ψ - ketbra φ) ψ - expect (ketbra ψ - ketbra φ) φ‖
      = 2 * (1 - c ^ 2) := by
    have h : expect (ketbra ψ - ketbra φ) ψ - expect (ketbra ψ - ketbra φ) φ
        = ((2 * (1 - c ^ 2) : ℝ) : ℂ) := by
      simp only [expect, hD, inner_sub_right, inner_smul_right, h11, h22, hc, hc']
      push_cast
      ring
    rw [h, Complex.norm_real, Real.norm_of_nonneg (by positivity)]
  have hle := expect_sub_le (ketbra ψ - ketbra φ) hψ hφ hc
  rw [hdiff] at hle
  generalize ketbra ψ - ketbra φ = D at hD hdiff hle ⊢
  have hsym : ∀ x y, inner ℂ (D x) y = inner ℂ x (D y) := by
    intro x y
    simp only [hD, inner_sub_left, inner_sub_right, inner_smul_left, inner_smul_right,
      inner_conj_symm]
    ring
  -- the cubic relation `D³ = (1 - c²) D`
  have hcube : ∀ x, D (D (D x)) = ((1 : ℂ) - (c : ℂ) ^ 2) • D x := by
    intro x
    simp only [hD, inner_sub_right, inner_smul_right, h11, h22, hc, hc']
    module
  have hs := Real.sq_sqrt hc1
  have hs0 := Real.sqrt_nonneg (1 - c ^ 2)
  refine ⟨hsym, le_antisymm (D.opNorm_le_bound hs0 fun x => ?_) ?_, hdiff⟩
  · have hA : ‖D (D x)‖ ^ 2 = (1 - c ^ 2) * ‖D x‖ ^ 2 := by
      have h : inner ℂ (D (D x)) (D (D x)) = ((1 : ℂ) - (c : ℂ) ^ 2) * inner ℂ (D x) (D x) := by
        rw [hsym (D x) (D (D x)), hcube, inner_smul_right]
      rw [inner_self_ofReal, inner_self_ofReal] at h
      exact_mod_cast h
    have hA' : ‖D (D x)‖ = √(1 - c ^ 2) * ‖D x‖ :=
      (sq_eq_sq₀ (norm_nonneg _) (by positivity)).1 (by rw [mul_pow, hs, hA])
    have hB := norm_inner_le_norm (𝕜 := ℂ) x (D (D x))
    rw [← hsym x (D x), inner_self_ofReal, Complex.norm_real,
      Real.norm_of_nonneg (by positivity), hA'] at hB
    by_contra hlt
    have hlt' := lt_of_not_ge hlt
    have ht : 0 < ‖D x‖ := lt_of_le_of_lt (by positivity) hlt'
    nlinarith [mul_pos ht (sub_pos.2 hlt')]
  · -- the general error bound, applied to `D`, gives the lower estimate
    by_contra hlt
    have hlt' := lt_of_not_ge hlt
    have ht : 0 < √(1 - c ^ 2) := lt_of_le_of_lt (norm_nonneg D) hlt'
    nlinarith [mul_pos ht (sub_pos.2 hlt')]
```

With $c^2=1-\varepsilon$ this becomes $\|D\|=\sqrt{\varepsilon}$, and the expectation values differ by
$$2\varepsilon=2\|D\|\sqrt{\varepsilon}.$$
Equality thus holds for every admissible $\psi$ and $P$. At $\varepsilon=0$ both sides vanish; for $\varepsilon>0$ it shows that no constant smaller than 2 would do, even for symmetric observables.

```lean
/-- For every unit vector and orthogonal projector with discarded weight `ε < 1`, the symmetric
operator `|ψ⟩⟨ψ| - |φ⟩⟨φ|`, with `φ` the truncated state, has norm `√ε` and attains the error bound.
-/
theorem truncation_error_bound_sharp {P : E →L[ℂ] E} (hP : IsOrthogonalProjector P) {ψ : E}
    (hψ : ‖ψ‖ = 1) (hε : discardedWeight P ψ < 1) :
    let D := ketbra ψ - ketbra (truncated P ψ)
    (∀ x y, inner ℂ (D x) y = inner ℂ x (D y)) ∧ ‖D‖ = √(discardedWeight P ψ) ∧
      ‖expect D ψ - expect D (truncated P ψ)‖ = 2 * ‖D‖ * √(discardedWeight P ψ) := by
  intro D
  obtain ⟨hφ, hc⟩ := truncated_norm_and_overlap hP hψ hε
  obtain ⟨h1, h2, h3⟩ := ketbra_sub_properties hψ hφ hc
  rw [norm_sq_projected hP hψ, sub_sub_cancel] at h2 h3
  have h0 : 0 ≤ discardedWeight P ψ := sq_nonneg _
  refine ⟨h1, h2, h3.trans ?_⟩
  change _ = 2 * ‖ketbra ψ - ketbra (truncated P ψ)‖ * _
  rw [h2, mul_assoc, Real.mul_self_sqrt h0]
```

## A two-level example

For a unit vector $u$, the operator $|u\rangle\langle u|$ is an orthogonal projector: $\langle u,u\rangle=1$ gives idempotence, and both $\langle Px,y\rangle$ and $\langle x,Py\rangle$ equal $\langle x,u\rangle\langle u,y\rangle$.

```lean
/-- For a unit vector `u`, the operator `|u⟩⟨u|` is an orthogonal projector. -/
theorem ketbra_isOrthogonalProjector {u : E} (hu : ‖u‖ = 1) :
    IsOrthogonalProjector (ketbra u) := by
  have h : inner ℂ u u = (1 : ℂ) := by rw [inner_self_ofReal, hu]; norm_num
  refine ⟨fun x => ?_, fun x y => ?_⟩
  · simp only [ketbra_apply, inner_smul_right, h, mul_one]
  · simp only [ketbra_apply, inner_smul_left, inner_smul_right, inner_conj_symm]
    ring
```

Let $\psi=(3/5,\,4/5)$ and project on the first level, $u=(1,0)$. Then $P\psi=(3/5,\,0)$, and
$$\|\psi\|^2=\tfrac{9}{25}+\tfrac{16}{25}=1,\qquad\varepsilon=\left(\tfrac45\right)^2=\tfrac{16}{25}<1 .$$
The truncated state is $\varphi=(1,0)$. The extremal observable $D$ has norm $4/5$, and its expectation value changes by $32/25$.

```lean
/-- The two-level state with amplitudes `3/5` and `4/5` is a unit vector, and its projection on
the first level discards the weight `16/25`. -/
theorem truncation_witness :
    IsOrthogonalProjector (ketbra (!₂[1, 0] : EuclideanSpace ℂ (Fin 2))) ∧
    ‖(!₂[3 / 5, 4 / 5] : EuclideanSpace ℂ (Fin 2))‖ = 1 ∧
    discardedWeight (ketbra (!₂[1, 0] : EuclideanSpace ℂ (Fin 2))) !₂[3 / 5, 4 / 5]
      = 16 / 25 := by
  refine ⟨ketbra_isOrthogonalProjector ?_, ?_, ?_⟩
  · rw [EuclideanSpace.norm_eq]
    simp [Fin.sum_univ_two]
  · rw [EuclideanSpace.norm_eq]
    simp [Fin.sum_univ_two]
    norm_num
  · rw [discardedWeight, EuclideanSpace.norm_sq_eq]
    simp [ketbra_apply, PiLp.inner_apply, Fin.sum_univ_two]
    norm_num

end

end TruncatedStateObservables
```

```lean
#print axioms TruncatedStateObservables.truncation_error_bound
-- 'TruncatedStateObservables.truncation_error_bound' depends on axioms: [propext, Classical.choice, Quot.sound]
#print axioms TruncatedStateObservables.truncation_error_bound_sharp
-- 'TruncatedStateObservables.truncation_error_bound_sharp' depends on axioms: [propext, Classical.choice, Quot.sound]
```
